# The reconfiguration matrix measures lost overlap to second order for finite real wavefunctions without zero amplitudes

A wavefunction here is a real vector ψ with one amplitude ψ_i for each configuration i in a finite, non-empty set. It need not be normalised. Overlaps are plain dot products,

⟨a,b⟩ = Σ_i a_i b_i,  N = ⟨ψ,ψ⟩,

and averages use the normalised weights ψ_i²/N:

E[f] = Σ_i ψ_i² f_i / N
Cov[f,g] = E[(f − E[f])(g − E[g])],  Var[f] = Cov[f,f].

If ψ changes at the rate v, its logarithmic derivative at configuration i is v_i/ψ_i. For parameters θ_k, write ∂_kψ for the derivative of ψ with respect to θ_k, and O_k for the corresponding logarithmic derivative, with entries (∂_kψ)_i/ψ_i. The stochastic reconfiguration matrix is

S_kl = Cov[O_k,O_l].

The lost overlap, or infidelity, of two nonzero wavefunctions φ and ψ is

I(φ,ψ) = 1 − ⟨φ,ψ⟩² / (⟨φ,φ⟩⟨ψ,ψ⟩).

The overlap is squared, which makes the prefactor of S in the result equal to one.

## Infidelity per squared step

Let ψ(t) be differentiable at t = 0 with derivative v, and let every amplitude of ψ(0) be nonzero. Then, as t → 0 with t ≠ 0,

I(ψ(0),ψ(t)) / t² → Var[v/ψ(0)],

where v/ψ(0) is taken entry by entry and the weights are those of ψ(0). For a wavefunction ψ(θ) that is differentiable at θ and has no zero amplitude there, a step along a fixed parameter direction x gives

I(ψ(θ),ψ(θ + t x)) / t² → xᵀ S x.

## Step lengths and a check on S

A stochastic reconfiguration update δ solves S δ = −τ F, where τ is a step size and F_k is the covariance of O_k with the local energy, whose value at configuration i is (Hψ)_i/ψ_i for a real symmetric Hamiltonian matrix H. Treating S as a metric means measuring a parameter change by its effect on the state, and the limit supplies that meaning for real wavefunctions without zero amplitudes on a finite configuration set: t² xᵀ S x estimates the overlap lost in a small step t x.

This also gives a test for an implementation. On a system small enough to enumerate, compute S by full summation, choose a direction x, and compare xᵀ S x with the infidelity over t² at several small t. In floating point, the subtraction from one turns a rounding error ε into an error of about ε/t² in the quotient. The finite-step formula derived next avoids that particular subtraction.

## From a finite step to the variance

Take a step from a to b = a + t d, with a, b and t nonzero, and set

A = ⟨a,a⟩,  C = ⟨a,d⟩,  D = ⟨d,d⟩,  B = ⟨b,b⟩.

Expanding the dot products gives

⟨a,b⟩ = A + tC
B = A + 2tC + t²D.

The numerator of the infidelity over the common denominator AB is therefore

AB − (A + tC)² = A² + 2tAC + t²AD − A² − 2tAC − t²C² = t²(AD − C²),

so that, with no approximation,

I(a,b) / t² = (AD − C²) / (AB).

Next, express the covariance through overlaps. For rates of change u and v at a fixed ψ without zero amplitudes, the means are

m = E[u/ψ] = ⟨ψ,u⟩/N,  n = E[v/ψ] = ⟨ψ,v⟩/N,

because one factor ψ_i cancels in each term. The centred sum is

Σ_i ψ_i² (u_i/ψ_i − m)(v_i/ψ_i − n) = ⟨u,v⟩ − n⟨ψ,u⟩ − m⟨ψ,v⟩ + mnN.

Inserting m and n leaves ⟨u,v⟩ − ⟨ψ,u⟩⟨ψ,v⟩/N, and division by N gives

Cov[u/ψ,v/ψ] = (N⟨u,v⟩ − ⟨ψ,u⟩⟨ψ,v⟩) / N².

For the path ψ(t), put a = ψ(0) and d(t) = (ψ(t) − ψ(0))/t. Then ψ(t) = a + t d(t), and the finite-step formula holds whenever t ≠ 0 and ψ(t) ≠ 0. The second condition is satisfied near t = 0, since ψ(t) tends to the nonzero vector ψ(0). As t → 0, d(t) → v and B → N, where now N = ⟨ψ(0),ψ(0)⟩. Hence

I(ψ(0),ψ(t)) / t² → (N⟨v,v⟩ − ⟨ψ(0),v⟩²) / N² = Var[v/ψ(0)].

For several parameters, the rate of change along x is v = Σ_k x_k ∂_kψ. By bilinearity, with ψ and N taken at θ,

xᵀ S x = Σ_k Σ_l x_k x_l (N⟨∂_kψ,∂_lψ⟩ − ⟨ψ,∂_kψ⟩⟨ψ,∂_lψ⟩) / N²
= (N⟨v,v⟩ − ⟨ψ,v⟩²) / N² = Var[v/ψ].

The one-parameter limit along θ + t x then gives the matrix form.

## Two configurations, and one

Let ψ(t) = (1 + t, 2), so ψ(0) = (1, 2), v = (1, 0) and N = 5. The normalised weights are 1/5 and 4/5, and the logarithmic derivative takes the values 1 and 0. Its variance is

1/5 − (1/5)² = 4/25 = 0.16.

The finite-step formula gives

I(ψ(0),ψ(t)) / t² = 4 / (5(5 + 2t + t²)),

which is about 0.1536 at t = 0.1 and 0.1663 at t = −0.1, and tends to 0.16.

Now treat both amplitudes as parameters, ψ(θ) = (θ_1, θ_2), at θ = (1, 2). Then S_11 = 4/25, S_12 = S_21 = −2/25 and S_22 = 1/25. Along x = (1, 2), which only rescales ψ, xᵀ S x = (4 − 8 + 4)/25 = 0. A parameter direction that changes only the norm makes S singular.

With a single configuration, every change is a change of norm or sign. The infidelity between nonzero wavefunctions is then zero, and so is the variance.

## Lean source for the path and matrix limits

```lean
import Mathlib

open Matrix Filter Topology

namespace StochasticReconfiguration

noncomputable section

variable {ι κ : Type*} [Fintype ι] [Fintype κ] [DecidableEq κ]

/-- The mean of `f` over configurations with weights `ψ i ^ 2`, normalized by their sum;
meant for `ψ ≠ 0`. -/
def mean (ψ f : ι → ℝ) : ℝ := (∑ i, ψ i ^ 2 * f i) / (ψ ⬝ᵥ ψ)

/-- The covariance of `f` and `g` under the normalized weights `ψ i ^ 2`, for `ψ ≠ 0`;
with `g = f` it is the variance of `f`. -/
def cov (ψ f g : ι → ℝ) : ℝ :=
  mean ψ (fun i => (f i - mean ψ f) * (g i - mean ψ g))

/-- The logarithmic derivative `v i / ψ i` of a wavefunction `ψ` that changes at the rate `v`;
meant for `ψ` without zero amplitudes. -/
def logRatio (ψ v : ι → ℝ) (i : ι) : ℝ := v i / ψ i

/-- The lost overlap: one minus the squared normalized overlap of two nonzero wavefunctions. -/
def infidelity (φ ψ : ι → ℝ) : ℝ := 1 - (φ ⬝ᵥ ψ) ^ 2 / ((φ ⬝ᵥ φ) * (ψ ⬝ᵥ ψ))

/-- The stochastic reconfiguration matrix: the covariances of the logarithmic derivatives of
`ψ` with respect to its parameters, for `ψ` differentiable at `θ` without zero amplitudes there. -/
def srMatrix (ψ : (κ → ℝ) → ι → ℝ) (θ : κ → ℝ) : Matrix κ κ ℝ :=
  Matrix.of fun k l => cov (ψ θ)
    (logRatio (ψ θ) (fderiv ℝ ψ θ (Pi.single k 1)))
    (logRatio (ψ θ) (fderiv ℝ ψ θ (Pi.single l 1)))

/-- A nonzero wavefunction has positive squared norm. -/
theorem norm_sq_pos {ψ : ι → ℝ} (h : ψ ≠ 0) : 0 < ψ ⬝ᵥ ψ := by
  obtain ⟨i, hi⟩ := Function.ne_iff.1 h
  simp only [dotProduct]
  exact Finset.sum_pos' (fun j _ => mul_self_nonneg _)
    ⟨i, Finset.mem_univ i, mul_self_pos.2 hi⟩

/-- For a finite step from `a` to `a + t d`, both nonzero, with `t ≠ 0`, the infidelity over `t ^ 2`
is the Gram determinant of `a` and `d` over the product of the squared norms of `a` and `a + t d`.
-/
theorem infidelity_step {a d : ι → ℝ} {t : ℝ} (ht : t ≠ 0) (ha : a ≠ 0)
    (hb : a + t • d ≠ 0) :
    infidelity a (a + t • d) / t ^ 2 =
      ((a ⬝ᵥ a) * (d ⬝ᵥ d) - (a ⬝ᵥ d) ^ 2) /
        ((a ⬝ᵥ a) * ((a + t • d) ⬝ᵥ (a + t • d))) := by
  have alg : ∀ A B C D : ℝ, A ≠ 0 → B ≠ 0 → B = A + 2 * t * C + t ^ 2 * D →
      (1 - (A + t * C) ^ 2 / (A * B)) / t ^ 2 = (A * D - C ^ 2) / (A * B) := by
    intro A B C D hA hB h
    field_simp
    linear_combination A * h
  have e1 : a ⬝ᵥ (a + t • d) = a ⬝ᵥ a + t * (a ⬝ᵥ d) := by
    rw [dotProduct_add, dotProduct_smul, smul_eq_mul]
  have e2 : (a + t • d) ⬝ᵥ (a + t • d) =
      a ⬝ᵥ a + 2 * t * (a ⬝ᵥ d) + t ^ 2 * (d ⬝ᵥ d) := by
    simp only [add_dotProduct, dotProduct_add, smul_dotProduct, dotProduct_smul,
      smul_eq_mul, dotProduct_comm d a]
    ring
  unfold infidelity
  rw [e1]
  exact alg _ _ _ _ (norm_sq_pos ha).ne' (norm_sq_pos hb).ne' e2

/-- For a wavefunction without zero amplitudes, the covariance of two logarithmic derivatives
is expressed through overlaps of `ψ` and its rates of change `u` and `v`. -/
theorem cov_logRatio [Nonempty ι] {ψ : ι → ℝ} (h : ∀ i, ψ i ≠ 0) (u v : ι → ℝ) :
    cov ψ (logRatio ψ u) (logRatio ψ v) =
      ((ψ ⬝ᵥ ψ) * (u ⬝ᵥ v) - (ψ ⬝ᵥ u) * (ψ ⬝ᵥ v)) / (ψ ⬝ᵥ ψ) ^ 2 := by
  have hN : ψ ⬝ᵥ ψ ≠ 0 :=
    (norm_sq_pos fun h0 => h (Classical.arbitrary ι) (congrFun h0 _)).ne'
  have hm : ∀ w : ι → ℝ, mean ψ (logRatio ψ w) = (ψ ⬝ᵥ w) / (ψ ⬝ᵥ ψ) := by
    intro w
    have hs : ∑ i, ψ i ^ 2 * logRatio ψ w i = ψ ⬝ᵥ w := by
      simp only [dotProduct, logRatio]
      refine Finset.sum_congr rfl fun i _ => ?_
      have hi := h i
      field_simp
    rw [mean, hs]
  -- expand the centred product under the weights
  have key : ∀ m n : ℝ, ∑ i, ψ i ^ 2 * ((u i / ψ i - m) * (v i / ψ i - n)) =
      u ⬝ᵥ v - n * (ψ ⬝ᵥ u) - m * (ψ ⬝ᵥ v) + m * n * (ψ ⬝ᵥ ψ) := by
    intro m n
    simp only [dotProduct, Finset.mul_sum, ← Finset.sum_sub_distrib,
      ← Finset.sum_add_distrib]
    refine Finset.sum_congr rfl fun i _ => ?_
    have hi := h i
    field_simp
    ring
  rw [cov, hm u, hm v]
  simp only [mean, logRatio]
  rw [key]
  field_simp
  ring

/-- On a non-empty configuration set, if `ψ` is differentiable at 0 and `ψ 0` has no zero amplitude,
the infidelity between `ψ 0` and `ψ t`, over `t ^ 2`, tends to the variance of the logarithmic
derivative as `t → 0`. -/
theorem infidelity_tendsto_variance [Nonempty ι] {ψ : ℝ → ι → ℝ} {v : ι → ℝ}
    (hψ : HasDerivAt ψ v 0) (h : ∀ i, ψ 0 i ≠ 0) :
    Tendsto (fun t => infidelity (ψ 0) (ψ t) / t ^ 2) (𝓝[≠] 0)
      (𝓝 (cov (ψ 0) (logRatio (ψ 0) v) (logRatio (ψ 0) v))) := by
  have h0 : ψ 0 ≠ 0 := fun h0 => h (Classical.arbitrary ι) (congrFun h0 _)
  have hN := (norm_sq_pos h0).ne'
  have hdot : ∀ {f g : ℝ → ι → ℝ} {x y : ι → ℝ}, Tendsto f (𝓝[≠] 0) (𝓝 x) →
      Tendsto g (𝓝[≠] 0) (𝓝 y) →
      Tendsto (fun t => f t ⬝ᵥ g t) (𝓝[≠] 0) (𝓝 (x ⬝ᵥ y)) := by
    intro f g x y hf hg
    simp only [dotProduct]
    exact tendsto_finsetSum _ fun i _ =>
      (tendsto_pi_nhds.1 hf i).mul (tendsto_pi_nhds.1 hg i)
  -- the difference quotient tends to the derivative
  have hd : Tendsto (fun t : ℝ => t⁻¹ • (ψ t - ψ 0)) (𝓝[≠] 0) (𝓝 v) := by
    have := hasDerivAt_iff_tendsto_slope_zero.1 hψ
    simpa only [zero_add] using this
  have hc : Tendsto ψ (𝓝[≠] 0) (𝓝 (ψ 0)) :=
    hψ.continuousAt.tendsto.mono_left nhdsWithin_le_nhds
  have hne : ∀ᶠ t in 𝓝[≠] (0 : ℝ), ψ t ≠ 0 :=
    hc.eventually (isOpen_ne.eventually_mem h0)
  have hk : Tendsto (fun _ : ℝ => ψ 0) (𝓝[≠] 0) (𝓝 (ψ 0)) := tendsto_const_nhds
  have lim := ((((hdot hd hd).const_mul (ψ 0 ⬝ᵥ ψ 0)).sub
    ((hdot hk hd).pow 2)).div
    ((hdot hc hc).const_mul (ψ 0 ⬝ᵥ ψ 0)) (mul_ne_zero hN hN))
  rw [cov_logRatio h, ← pow_two (ψ 0 ⬝ᵥ v), pow_two (ψ 0 ⬝ᵥ ψ 0)]
  refine lim.congr' ?_
  -- near 0 the exact finite-step formula applies
  filter_upwards [hne, self_mem_nhdsWithin] with t ht ht0
  have ht0' : t ≠ 0 := ht0
  have e : ψ 0 + t • (t⁻¹ • (ψ t - ψ 0)) = ψ t := by
    rw [smul_smul, mul_inv_cancel₀ ht0', one_smul, add_sub_cancel]
  have hs := infidelity_step (d := t⁻¹ • (ψ t - ψ 0)) ht0' h0 (by rw [e]; exact ht)
  rw [e] at hs
  exact hs.symm


/-- For a wavefunction without zero amplitudes at `θ`, the quadratic form of the reconfiguration
matrix at `x` is the variance of the logarithmic derivative built from `fderiv ℝ ψ θ x`. -/
theorem srMatrix_quadratic [Nonempty ι] {ψ : (κ → ℝ) → ι → ℝ} {θ : κ → ℝ}
    (h : ∀ i, ψ θ i ≠ 0) (x : κ → ℝ) :
    x ⬝ᵥ srMatrix ψ θ *ᵥ x =
      cov (ψ θ) (logRatio (ψ θ) (fderiv ℝ ψ θ x)) (logRatio (ψ θ) (fderiv ℝ ψ θ x)) := by
  have h3 : ∀ S : Matrix κ κ ℝ, x ⬝ᵥ S *ᵥ x = ∑ k, ∑ l, x k * x l * S k l := by
    intro S
    simp only [dotProduct, Matrix.mulVec, Finset.mul_sum]
    exact Finset.sum_congr rfl fun k _ => Finset.sum_congr rfl fun l _ => by ring
  rw [h3]
  simp only [srMatrix, Matrix.of_apply, cov_logRatio h]
  generalize fderiv ℝ ψ θ = L
  -- expand the direction in single parameters
  have hx : x = ∑ k, x k • (Pi.single k (1 : ℝ) : κ → ℝ) := by
    ext j
    simp [Finset.sum_apply, Pi.single_apply]
  have hL : L x = ∑ k, x k • L (Pi.single k 1) := by
    calc L x = L (∑ k, x k • (Pi.single k (1 : ℝ) : κ → ℝ)) := congrArg L hx
      _ = _ := by simp only [map_sum, map_smul]
  have hw : ∀ w : ι → ℝ, w ⬝ᵥ L x = ∑ k, x k * (w ⬝ᵥ L (Pi.single k 1)) := by
    intro w
    rw [hL]
    simp only [dotProduct, Finset.sum_apply, Pi.smul_apply, smul_eq_mul, Finset.mul_sum]
    rw [Finset.sum_comm]
    exact Finset.sum_congr rfl fun k _ => Finset.sum_congr rfl fun i _ => by ring
  have h1 : L x ⬝ᵥ L x =
      ∑ k, ∑ l, x k * x l * (L (Pi.single k 1) ⬝ᵥ L (Pi.single l 1)) := by
    rw [hw (L x)]
    refine Finset.sum_congr rfl fun k _ => ?_
    rw [dotProduct_comm, hw, Finset.mul_sum]
    exact Finset.sum_congr rfl fun l _ => by ring
  rw [h1, hw (ψ θ), Finset.sum_mul_sum, Finset.mul_sum, ← Finset.sum_sub_distrib,
    Finset.sum_div]
  refine Finset.sum_congr rfl fun k _ => ?_
  rw [Finset.mul_sum, ← Finset.sum_sub_distrib, Finset.sum_div]
  exact Finset.sum_congr rfl fun l _ => by ring

/-- On a non-empty configuration set, if `ψ` is differentiable at the parameters `θ` and has no zero
amplitude there, the infidelity along `θ + t x`, over `t ^ 2`, tends to the quadratic form of the
reconfiguration matrix at `x` as `t → 0`. -/
theorem infidelity_tendsto_srMatrix [Nonempty ι] {ψ : (κ → ℝ) → ι → ℝ} {θ : κ → ℝ}
    (hψ : DifferentiableAt ℝ ψ θ) (h : ∀ i, ψ θ i ≠ 0) (x : κ → ℝ) :
    Tendsto (fun t : ℝ => infidelity (ψ θ) (ψ (θ + t • x)) / t ^ 2) (𝓝[≠] 0)
      (𝓝 (x ⬝ᵥ srMatrix ψ θ *ᵥ x)) := by
  have hline : HasDerivAt (fun t : ℝ => ψ (θ + t • x)) (fderiv ℝ ψ θ x) 0 :=
    hψ.hasFDerivAt.hasLineDerivAt x
  have lim := infidelity_tendsto_variance hline
    (by simpa only [zero_smul, add_zero] using h)
  simp only [zero_smul, add_zero] at lim
  rw [srMatrix_quadratic h]
  exact lim

end

end StochasticReconfiguration
```

```lean
#print axioms StochasticReconfiguration.srMatrix_quadratic
#print axioms StochasticReconfiguration.infidelity_tendsto_srMatrix
```

```
'StochasticReconfiguration.srMatrix_quadratic' depends on axioms: [propext, Classical.choice, Quot.sound]
'StochasticReconfiguration.infidelity_tendsto_srMatrix' depends on axioms: [propext, Classical.choice, Quot.sound]
```

## Real amplitudes, exact sums and fixed directions

The type `ι` labels configurations and `κ` labels parameters, both finite. The product `⬝ᵥ` is the dot product, and `mean`, `cov`, `logRatio`, `infidelity` and `srMatrix` are the quantities E, Cov, v/ψ, I and S above. In `srMatrix`, `fderiv ℝ ψ θ` is the total derivative at θ, and applying it to `Pi.single k 1`, the unit vector of parameter k, gives ∂_kψ.

In `infidelity_tendsto_variance`, `HasDerivAt ψ v 0` says that the path has derivative v at zero; no differentiability elsewhere is required. The filter `𝓝[≠] 0` expresses t → 0 with t ≠ 0. The theorem `infidelity_tendsto_srMatrix` assumes differentiability at θ and nonzero amplitudes there, and states the limit for each direction x.

The proof follows the derivation in five theorems, after `norm_sq_pos` has shown that nonzero vectors have positive squared norm:

- `infidelity_step` is the finite-step formula. Its scalar identity `alg` is proved by clearing denominators with `field_simp` and inserting the expansion of B with `linear_combination`.
- `cov_logRatio` is the overlap form of the covariance. Inside it, `hm` computes the means and `key` expands the centred sum.
- `infidelity_tendsto_variance` takes the limit. `hd` gives d(t) → v, `hc` gives ψ(t) → ψ(0), and `hdot` passes these limits through dot products. `hne` keeps ψ(t) nonzero near zero, where `filter_upwards` applies the finite-step formula.
- `srMatrix_quadratic` expands x in unit vectors and uses linearity of the derivative to collect the double sum into one variance.
- `infidelity_tendsto_srMatrix` obtains the derivative along θ + t x in `hline` and combines the previous two results.

For a code, the scope matters in four places.

**Zero amplitudes.** The variance formula fails if an amplitude vanishes while its derivative does not. For ψ(t) = (1, t), the infidelity over t² is 1/(1 + t²) and tends to 1, but the variance at t = 0, taken over the configurations with nonzero weight, is zero. The second configuration has no weight there, so sampling from ψ(0)² misses the change entirely.

**Sampling.** All averages are full sums over configurations. The theorems give no error bar for an S estimated from a Markov chain, and they concern S itself, without a diagonal shift added for stability.

**Step size.** The result is a limit and supplies no bound on the error at a given t. It does not show that a particular update lowers the energy or stays within a chosen infidelity.

**Type of wavefunction.** Amplitudes and parameters are real and the configuration set is finite. Complex wavefunctions and continuous electron coordinates need a separate statement.
